# An explicit error bound for the $-d/(2R)$ law of exchange-correlation energy between separated atomic basins

## Two basins as finite sets of weighted points

The exchange-correlation energy between two atoms in a molecule is a double integral over their basins, one electron in each, and the question is how well the delocalisation index and the internuclear distance alone determine it. Here the double integral is replaced by a finite double sum: the basin of nucleus $A$ becomes a family of points $x_i$, the basin of nucleus $B$ a family $y_j$, and each pair carries a real weight $w_{ij}$.

Such a sum is what numerical quadrature produces. If $\rho$ is the electron density and $\rho_2$ the pair density, normalised to $N(N-1)$ for $N$ electrons, then $w_{ij}$ stands for $\rho(x_i)\rho(y_j)-\rho_2(x_i,y_j)$ times the quadrature weights of the two points. In atomic units the energy and the delocalisation index are

$$V_{xc}=-\sum_{i,j}\frac{w_{ij}}{|x_i-y_j|},\qquad d=2\sum_{i,j}w_{ij}.$$

The index is often written $\delta(A,B)$. Here $V_{xc}$ is an energy that contains electron repulsion only; it is not the exchange-correlation potential of density functional theory. With positive quadrature weights, a positive $w_{ij}$ means that the pair density $\rho_2(x_i,y_j)$ lies below the product $\rho(x_i)\rho(y_j)$.

Let $R$ be the distance between the nuclei. If the basins are small compared with $R$, every Coulomb factor is close to $1/R$. Unless positive and negative weights nearly cancel, this gives $V_{xc}\approx-\sum w_{ij}/R=-d/(2R)$. In energy decompositions of electronic-structure calculations, this links a bond-order-like index to an interatomic energy; the error estimate below applies to finite sums over basins confined to separated balls.

## What is claimed about the energy

Suppose that every $x_i$ lies within a distance $a$ of $A$, every $y_j$ lies within $a$ of $B$, and $R>2a$. Then

$$\left|V_{xc}+\frac{d}{2R}\right|\le\frac{2a\sum_{i,j}|w_{ij}|}{R(R-2a)}.$$

This is `abs_vxc_add_le`. In Lean, `InBasins A B a x y` expresses the confinement, `vxc w x y` is $V_{xc}$, and `delocIndex w` is $d$. The finite types `ι` and `κ` label the points, and the letter `E` denotes the space in which they lie, not an energy. Only distances enter, so this space may be any metric space; ordinary three-dimensional space is the physical case. The weights are arbitrary real numbers, and no wavefunction or normalisation is assumed.

The radius $a$ stands for the extent of the region that holds the exchange-correlation weight of each atom. In ordinary space, the condition $R>2a$ says that the two balls of radius $a$ are disjoint, which excludes pairs of atoms whose weight-carrying regions touch. It also keeps every $x_i$ apart from every $y_j$, so no Coulomb denominator vanishes.

The step from this model to a real molecule is the passage from a finite sum over confined points to an integral over basins that may extend to infinity. The estimate of the Coulomb factor below holds for every pair of confined points, so the same argument bounds an integral over confined regions, with the integral of $|\rho\rho-\rho_2|$ in place of $\sum|w_{ij}|$. The density tails beyond $a$ need a separate estimate. The Lean theorems cover the finite sums.

Three further theorems refine the bound:

- `abs_vxc_add_le_of_nonneg` treats nonnegative weights and bounds the error by the fraction $2a/(R-2a)$ of $d/(2R)$. For a single determinant, $\rho\rho-\rho_2$ is nonnegative, so positive quadrature weights give this case.
- `tendsto_vxc_ratio` states the long-range law as a limit: $V_{xc}$ divided by $-d/(2R)$ tends to 1 as $R\to\infty$. The nuclei, points and weights may all change with the geometry, while $a$ and the two label sets stay fixed. It assumes $a\ge0$, $d>0$ and $\sum|w_{ij}|\le C\,d$ with a fixed constant $C$. This constant limits how far positive and negative weights may cancel in $d$. The assumption leaves out London dispersion between neutral atoms: there the weights nearly cancel in $d$, while the energy falls off only as $R^{-6}$, and $-d/(2R)$ does not describe it.
- `error_bound_sharp` gives a pair of points for which the main bound is an equality.

## From the triangle inequality to the energy error

If either family is empty, both sides of the bound are zero. Otherwise $a\ge0$. Take one point $x$ near $A$ and one point $y$ near $B$, and write $r=|x-y|$. Going from $x$ to $y$ through the nuclei, and from $A$ to $B$ through the points, gives

$$r\le a+R+a,\qquad R\le a+r+a.$$

Hence $|r-R|\le2a$, and in particular $r\ge R-2a>0$. The Coulomb factor therefore satisfies

$$\left|\frac1r-\frac1R\right|=\frac{|R-r|}{rR}\le\frac{2a}{R(R-2a)}.$$

Now write $r_{ij}=|x_i-y_j|$. Since $d/(2R)=\sum w_{ij}/R$,

$$V_{xc}+\frac{d}{2R}=-\sum_{i,j}w_{ij}\left(\frac1{r_{ij}}-\frac1R\right).$$

Taking absolute values term by term and inserting the estimate for the Coulomb factor gives the main bound.

For nonnegative weights, $\sum|w_{ij}|=d/2$, so the right-hand side becomes

$$\frac{a\,d}{R(R-2a)}=\frac{2a}{R-2a}\cdot\frac{d}{2R}.$$

When $d>0$, the relative error is thus at most $2a/(R-2a)$, however small $d$ is.

For the limit, put $q=d/(2R)>0$. Once $R>2a$,

$$\left|\frac{V_{xc}}{-q}-1\right|=\frac{|V_{xc}+q|}{q}\le\frac{2a\,C\,d}{R(R-2a)}\cdot\frac{2R}{d}=\frac{4aC}{R-2a}\longrightarrow0.$$

The index $d$ cancels, so it may itself decay as the atoms separate.

For equality, put $A$ at the origin and $B$ at $Re$, with $e$ a unit vector. Take one point at $ae$ and the other at $(R-a)e$, with weight $w$. Their distance is $R-2a$, and

$$V_{xc}+\frac{d}{2R}=-\frac{w}{R-2a}+\frac{w}{R}=-\frac{2aw}{R(R-2a)}.$$

Its absolute value is exactly the bound.

## Three points on a line, with numbers

Let $a=1$ and $R=10$ bohr, with $A$ at coordinate 0 and $B$ at 10. Take $x_1=1$, $x_2=-1$ and a single point $y_1=9$, with weights $w_{11}=0.04$ and $w_{21}=0.01$. The distances are 8 and 10, so

$$V_{xc}=-\left(\frac{0.04}{8}+\frac{0.01}{10}\right)=-0.006,\qquad d=0.1,\qquad-\frac{d}{2R}=-0.005,$$

with energies in hartree. The error is 0.001, and the bound is $2\cdot0.05/(10\cdot8)=0.00125$. The relative error is 20%, below the limit of $2/8=25\%$.

Changing $w_{21}$ to $-0.01$ gives $V_{xc}=-0.004$ and $-d/(2R)=-0.003$. The error is again 0.001 and the main bound is still 0.00125, but the relative error is now one third. The 25% limit can therefore fail when a weight is negative.

## The bound, its limit and its equality case in Lean

```lean
import Mathlib

open Filter Topology

namespace InteratomicExchangeCorrelation

noncomputable section

variable {E ι κ : Type*} [PseudoMetricSpace E] [Fintype ι] [Fintype κ]

/-- The points `x i` lie within distance `a` of nucleus `A`, and the points `y j` within
distance `a` of nucleus `B`. -/
def InBasins (A B : E) (a : ℝ) (x : ι → E) (y : κ → E) : Prop :=
  (∀ i, dist (x i) A ≤ a) ∧ ∀ j, dist (y j) B ≤ a

/-- The interatomic exchange-correlation energy `-∑ w i j / dist (x i) (y j)`, for points
`x i` and `y j` at nonzero distance from each other. -/
def vxc (w : ι → κ → ℝ) (x : ι → E) (y : κ → E) : ℝ :=
  -∑ i, ∑ j, w i j / dist (x i) (y j)

/-- The delocalisation index, twice the sum of the exchange-correlation weights. -/
def delocIndex (w : ι → κ → ℝ) : ℝ := 2 * ∑ i, ∑ j, w i j

/-- The distance between a point within `a` of `A` and a point within `a` of `B` differs from
the internuclear distance by at most `2a`. -/
theorem abs_dist_sub_le {A B p q : E} {a : ℝ} (hp : dist p A ≤ a) (hq : dist q B ≤ a) :
    |dist p q - dist A B| ≤ 2 * a := by
  have h1 := dist_triangle4 p A B q
  have h2 := dist_triangle4 A p q B
  rw [dist_comm B q] at h1
  rw [dist_comm A p] at h2
  exact abs_le.mpr ⟨by linarith, by linarith⟩

/-- For a point within `a` of `A` and a point within `a` of `B`, with internuclear distance
`R > 2a`, the Coulomb kernel differs from `1/R` by at most `2a / (R (R - 2a))`. -/
theorem abs_coulomb_sub_le {A B p q : E} {a R : ℝ} (hp : dist p A ≤ a) (hq : dist q B ≤ a)
    (hAB : dist A B = R) (hR : 2 * a < R) :
    |1 / dist p q - 1 / R| ≤ 2 * a / (R * (R - 2 * a)) := by
  have ha : 0 ≤ a := dist_nonneg.trans hp
  have hd := abs_dist_sub_le hp hq
  rw [hAB] at hd
  have hlow : R - 2 * a ≤ dist p q := by linarith [(abs_le.mp hd).1]
  have hgap : 0 < R - 2 * a := by linarith
  have hRpos : 0 < R := by linarith
  have hr : 0 < dist p q := lt_of_lt_of_le hgap hlow
  -- put the difference over a common denominator
  rw [div_sub_div _ _ hr.ne' hRpos.ne', one_mul, mul_one, abs_div,
    abs_of_pos (mul_pos hr hRpos), abs_sub_comm, mul_comm (dist p q) R]
  exact div_le_div₀ (by linarith) hd (mul_pos hRpos hgap)
    (mul_le_mul_of_nonneg_left hlow hRpos.le)

/-- For basins of radius `a` around nuclei at distance `R > 2a`, the exchange-correlation energy
equals `-d/(2R)`, with `d` the delocalisation index, up to an error of at most
`2a ∑ |w i j| / (R (R - 2a))`. -/
theorem abs_vxc_add_le {A B : E} {a R : ℝ} {x : ι → E} {y : κ → E} (w : ι → κ → ℝ)
    (h : InBasins A B a x y) (hAB : dist A B = R) (hR : 2 * a < R) :
    |vxc w x y + delocIndex w / (2 * R)| ≤
      2 * a * (∑ i, ∑ j, |w i j|) / (R * (R - 2 * a)) := by
  -- the error is a weighted sum of kernel differences
  have hsum : ∑ i, ∑ j, w i j * (1 / dist (x i) (y j) - 1 / R) =
      ∑ i, ∑ j, w i j / dist (x i) (y j) - (∑ i, ∑ j, w i j) / R := by
    simp only [mul_sub, mul_one_div, Finset.sum_sub_distrib, Finset.sum_div]
  have key : vxc w x y + delocIndex w / (2 * R) =
      -∑ i, ∑ j, w i j * (1 / dist (x i) (y j) - 1 / R) := by
    rw [hsum, vxc, delocIndex, mul_div_mul_left _ _ (two_ne_zero' ℝ)]
    ring
  rw [key, abs_neg]
  calc |∑ i, ∑ j, w i j * (1 / dist (x i) (y j) - 1 / R)|
      ≤ ∑ i, ∑ j, |w i j| * (2 * a / (R * (R - 2 * a))) := by
        refine (Finset.abs_sum_le_sum_abs _ _).trans (Finset.sum_le_sum fun i _ => ?_)
        refine (Finset.abs_sum_le_sum_abs _ _).trans (Finset.sum_le_sum fun j _ => ?_)
        rw [abs_mul]
        exact mul_le_mul_of_nonneg_left
          (abs_coulomb_sub_le (h.1 i) (h.2 j) hAB hR) (abs_nonneg _)
    _ = 2 * a * (∑ i, ∑ j, |w i j|) / (R * (R - 2 * a)) := by
        simp only [← Finset.sum_mul]
        ring

/-- For nonnegative weights and basins of radius `a` around nuclei at distance `R > 2a`, the
exchange-correlation energy differs from `-d/(2R)` by at most the fraction `2a / (R - 2a)` of
`d/(2R)`. -/
theorem abs_vxc_add_le_of_nonneg {A B : E} {a R : ℝ} {x : ι → E} {y : κ → E}
    {w : ι → κ → ℝ} (hw : ∀ i j, 0 ≤ w i j)
    (h : InBasins A B a x y) (hAB : dist A B = R) (hR : 2 * a < R) :
    |vxc w x y + delocIndex w / (2 * R)| ≤
      2 * a / (R - 2 * a) * (delocIndex w / (2 * R)) := by
  have habs : ∑ i, ∑ j, |w i j| = ∑ i, ∑ j, w i j :=
    Finset.sum_congr rfl fun i _ => Finset.sum_congr rfl fun j _ => abs_of_nonneg (hw i j)
  refine (abs_vxc_add_le w h hAB hR).trans (le_of_eq ?_)
  rw [habs, delocIndex, mul_div_mul_left _ _ (two_ne_zero' ℝ), div_mul_div_comm,
    mul_comm (R - 2 * a) R]

/-- Long-range law: as the nuclei separate with basins of fixed radius, the ratio of the
exchange-correlation energy to `-d/(2R)` tends to one. The weights may vary with the geometry,
as long as `d > 0` and `∑ |w i j|` stays below a fixed multiple of `d`. -/
theorem tendsto_vxc_ratio {α : Type*} {l : Filter α} {A B : α → E} {a C : ℝ}
    {x : α → ι → E} {y : α → κ → E} {w : α → ι → κ → ℝ} (ha : 0 ≤ a)
    (h : ∀ t, InBasins (A t) (B t) a (x t) (y t))
    (hd : ∀ t, 0 < delocIndex (w t))
    (hC : ∀ t, ∑ i, ∑ j, |w t i j| ≤ C * delocIndex (w t))
    (hR : Tendsto (fun t => dist (A t) (B t)) l atTop) :
    Tendsto (fun t => vxc (w t) (x t) (y t) /
      (-(delocIndex (w t) / (2 * dist (A t) (B t))))) l (𝓝 1) := by
  have hgap : Tendsto (fun t => dist (A t) (B t) - 2 * a) l atTop := by
    simpa only [sub_eq_add_neg] using tendsto_atTop_add_const_right l (-(2 * a)) hR
  have hlim := hgap.const_div_atTop (4 * a * C)
  rw [tendsto_iff_dist_tendsto_zero]
  refine squeeze_zero' (Eventually.of_forall fun _ => dist_nonneg) ?_ hlim
  filter_upwards [hR.eventually_gt_atTop (2 * a)] with t ht
  have hRpos : 0 < dist (A t) (B t) := by linarith
  have hg : 0 < dist (A t) (B t) - 2 * a := by linarith
  have hq : 0 < delocIndex (w t) / (2 * dist (A t) (B t)) :=
    div_pos (hd t) (by linarith)
  -- the deviation of the ratio from one is the relative error
  have e : ∀ V q : ℝ, 0 < q → V / (-q) - 1 = -((V + q) / q) := by
    intro V q hq
    rw [add_div, div_self hq.ne', div_neg]
    ring
  rw [Real.dist_eq, e _ _ hq, abs_neg, abs_div, abs_of_pos hq, div_le_iff₀ hq]
  refine (abs_vxc_add_le (w t) (h t) rfl ht).trans ?_
  refine (div_le_div_of_nonneg_right (mul_le_mul_of_nonneg_left (hC t)
    (by linarith : 0 ≤ 2 * a)) (mul_pos hRpos hg).le).trans (le_of_eq ?_)
  rw [div_mul_div_comm, div_eq_div_iff (mul_pos hRpos hg).ne'
    (mul_pos hg (by linarith : 0 < 2 * dist (A t) (B t))).ne']
  ring

/-- The error bound is attained for `0 ≤ a` and `2a < R` by a single pair of points on the
internuclear axis, each displaced by `a` from its own nucleus towards the other. -/
theorem error_bound_sharp {F : Type*} [NormedAddCommGroup F] [NormedSpace ℝ F]
    {e : F} (he : ‖e‖ = 1) {a R : ℝ} (ha : 0 ≤ a) (hR : 2 * a < R) (w : ℝ) :
    InBasins 0 (R • e) a (fun _ : Unit => a • e) (fun _ : Unit => (R - a) • e) ∧
    dist 0 (R • e) = R ∧
    |vxc (fun _ _ : Unit => w) (fun _ => a • e) (fun _ => (R - a) • e) +
      delocIndex (fun _ _ : Unit => w) / (2 * R)| = 2 * a * |w| / (R * (R - 2 * a)) := by
  have hRpos : 0 < R := by linarith
  have hg : 0 < R - 2 * a := by linarith
  -- distances along the axis are differences of coordinates
  have hdist : ∀ s t : ℝ, dist (s • e) (t • e) = |s - t| := by
    intro s t
    rw [dist_eq_norm, ← sub_smul, norm_smul, he, mul_one, Real.norm_eq_abs]
  refine ⟨⟨fun _ => ?_, fun _ => ?_⟩, ?_, ?_⟩
  · rw [dist_zero_right, norm_smul, he, mul_one, Real.norm_eq_abs, abs_of_nonneg ha]
  · rw [hdist, show R - a - R = -a by ring, abs_neg, abs_of_nonneg ha]
  · rw [dist_zero_left, norm_smul, he, mul_one, Real.norm_eq_abs, abs_of_pos hRpos]
  · have hpair : dist (a • e) ((R - a) • e) = R - 2 * a := by
      rw [hdist, show a - (R - a) = -(R - 2 * a) by ring, abs_neg, abs_of_pos hg]
    have herr : -(w / (R - 2 * a)) + 2 * w / (2 * R) =
        -(2 * a * w / (R * (R - 2 * a))) := by
      rw [mul_div_mul_left _ _ (two_ne_zero' ℝ), neg_add_eq_sub,
        div_sub_div _ _ hRpos.ne' hg.ne', ← neg_div]
      congr 1
      ring
    simp only [vxc, delocIndex, Finset.univ_unique, Finset.sum_singleton, hpair]
    rw [herr, abs_neg, abs_div, abs_mul, abs_of_nonneg (by linarith : 0 ≤ 2 * a),
      abs_of_pos (mul_pos hRpos hg)]

end

end InteratomicExchangeCorrelation
```

```lean
#print axioms InteratomicExchangeCorrelation.abs_vxc_add_le_of_nonneg
-- 'InteratomicExchangeCorrelation.abs_vxc_add_le_of_nonneg' depends on axioms: [propext, Classical.choice, Quot.sound]
#print axioms InteratomicExchangeCorrelation.tendsto_vxc_ratio
-- 'InteratomicExchangeCorrelation.tendsto_vxc_ratio' depends on axioms: [propext, Classical.choice, Quot.sound]
#print axioms InteratomicExchangeCorrelation.error_bound_sharp
-- 'InteratomicExchangeCorrelation.error_bound_sharp' depends on axioms: [propext, Classical.choice, Quot.sound]
```

## Kernel estimate, summation and squeeze

`abs_dist_sub_le` is the estimate $|r-R|\le2a$. It applies `dist_triangle4`, the triangle inequality for a path through two intermediate points, once in each direction. `linarith` then combines the results with the two confinement bounds.

`abs_coulomb_sub_le` turns this into the estimate for $1/r$. The facts `hlow` and `hgap` record $r\ge R-2a$ and $R-2a>0$. The rewrite with `div_sub_div` forms the common denominator, and `div_le_div₀` bounds the fraction by enlarging its numerator to $2a$ and reducing its denominator to $R(R-2a)$.

In `abs_vxc_add_le`, the equations `hsum` and `key` rewrite the energy error as minus the weighted sum of kernel differences. The `calc` block uses `Finset.abs_sum_le_sum_abs` twice, once for the sum over $i$ and once for the sum over $j$, and applies the kernel estimate to each pair. Its last line takes the common factor out of the double sum.

`abs_vxc_add_le_of_nonneg` adds only the identity `habs`, which removes the absolute values from nonnegative weights, and then rearranges the main bound.

In `tendsto_vxc_ratio`, the variable `t` labels the geometries and the filter `l` says in which sense they are followed, for instance along a sequence. `hlim` is the statement $4aC/(R-2a)\to0$, and `squeeze_zero'` transfers this limit to the distance between the ratio and 1. The comparison is needed only eventually, so `filter_upwards` can restrict attention to geometries with $R>2a$. There the auxiliary identity `e` expresses the deviation from 1 as the relative error, and the main bound together with `hC` completes the estimate.

`error_bound_sharp` first proves `hdist`, which says that distances along the axis are differences of coordinates. This settles the confinement of the second point; that of the first point and the internuclear distance are read off from the norms of $ae$ and $Re$. `hpair` gives the separation $R-2a$, the sums over the one-element type `Unit` reduce to single terms, and `herr` is the subtraction of fractions from the equality case above.
